# Averaging non-negative weights over a finite symmetry group never lowers their Gibbs entropy

A finite group acts on a finite set of levels, and each level i carries a weight pᵢ ≥ 0; the weights need not sum to one. The theorem `negEntropy_symmetrise` says that replacing each weight by its average over the group does not increase ∑ pᵢ ln pᵢ, with 0 ln 0 = 0, so the entropy −∑ pᵢ ln pᵢ, in units of the Boltzmann constant, does not fall. It also says that the entropy stays the same exactly when the weights were already invariant under the group. The proof applies Jensen's inequality for x ln x at each level and sums over the levels. This bounds the new sum by the sum of the group averages of the terms pᵢ ln pᵢ, and the fact `hS` says that averaging these terms, rather than the weights, leaves their sum unchanged. The equality case comes from the strict convexity of x ln x.

This version doesn't compile in Lean 4 with Mathlib:

```lean
import Mathlib

open Finset

namespace SymmetrisedTrialDistribution

noncomputable section

variable (G : Type*) {ι : Type*} [Group G] [Fintype G] [MulAction G ι]

/-- The average of a function of the levels over the symmetry group. -/
def symmetrise (f : ι → ℝ) (i : ι) : ℝ :=
  ∑ g : G, (Fintype.card G : ℝ)⁻¹ * f (g • i)

/-- The negative of the Gibbs entropy, in units of the Boltzmann constant. -/
def negEntropy [Fintype ι] (p : ι → ℝ) : ℝ := ∑ i, p i * Real.log (p i)

/-- Averaging leaves an invariant function unchanged. -/
theorem symmetrise_of_invariant {f : ι → ℝ} (hf : ∀ (g : G) i, f (g • i) = f i) :
    symmetrise G f = f := by
  have hc : (Fintype.card G : ℝ) ≠ 0 := by exact_mod_cast Fintype.card_ne_zero
  funext i
  simp only [symmetrise, hf, Finset.sum_const, Finset.card_univ, nsmul_eq_mul]
  exact mul_inv_cancel_left₀ hc _

variable [Fintype ι]

/-- Averaging the weights or averaging the observable gives the same mean value. -/
theorem sum_symmetrise_mul (p f : ι → ℝ) :
    ∑ i, symmetrise G p i * f i = ∑ i, p i * symmetrise G f i := by
  simp only [symmetrise, Finset.sum_mul, Finset.mul_sum]
  calc ∑ i, ∑ g : G, (Fintype.card G : ℝ)⁻¹ * p (g • i) * f i
      = ∑ g : G, ∑ i, (Fintype.card G : ℝ)⁻¹ * p (g • i) * f i := Finset.sum_comm
    _ = ∑ g : G, ∑ i, p i * ((Fintype.card G : ℝ)⁻¹ * f (g⁻¹ • i)) := by
        -- relabel the levels by the permutation that `g` induces
        refine Finset.sum_congr rfl fun g _ => ?_
        refine Eq.trans ?_ (Equiv.sum_comp (MulAction.toPerm g)
          (fun i => p i * ((Fintype.card G : ℝ)⁻¹ * f (g⁻¹ • i))))
        refine Finset.sum_congr rfl fun i _ => ?_
        simp only [MulAction.toPerm_apply, inv_smul_smul]
        ring
    _ = ∑ g : G, ∑ i, p i * ((Fintype.card G : ℝ)⁻¹ * f (g • i)) :=
        Equiv.sum_comp (Equiv.inv G)
          (fun g : G => ∑ i, p i * ((Fintype.card G : ℝ)⁻¹ * f (g • i)))
    _ = ∑ i, ∑ g : G, p i * ((Fintype.card G : ℝ)⁻¹ * f (g • i)) := Finset.sum_comm

/-- Averaging non-negative weights over the group does not decrease the entropy, and keeps it
exactly when the weights are already invariant. -/
theorem negEntropy_symmetrise {p : ι → ℝ} (hp : ∀ i, 0 ≤ p i) :
    negEntropy (symmetrise G p) ≤ negEntropy p ∧
      (negEntropy (symmetrise G p) = negEntropy p ↔ ∀ (g : G) i, p (g • i) = p i) := by
  have hc : (0 : ℝ) < Fintype.card G := by exact_mod_cast Fintype.card_pos
  have hw : ∑ _g : G, (Fintype.card G : ℝ)⁻¹ = 1 := by
    rw [Finset.sum_const, Finset.card_univ, nsmul_eq_mul, mul_inv_cancel₀ hc.ne']
  -- Jensen's inequality for `x ln x` at each level
  have hJ : ∀ i ∈ (Finset.univ : Finset ι),
      symmetrise G p i * Real.log (symmetrise G p i) ≤
        symmetrise G (fun j => p j * Real.log (p j)) i := by
    intro i _
    have h := Real.convexOn_mul_log.map_sum_le (t := Finset.univ)
      (w := fun _ : G => (Fintype.card G : ℝ)⁻¹) (p := fun g : G => p (g • i))
      (fun _ _ => (inv_pos.2 hc).le) hw (fun g _ => hp (g • i))
    simpa only [symmetrise, smul_eq_mul] using h
  have hS : ∑ i, symmetrise G (fun j => p j * Real.log (p j)) i = negEntropy p := by
    have h := sum_symmetrise_mul G (fun j => p j * Real.log (p j)) (fun _ => 1)
    rw [symmetrise_of_invariant G (f := fun _ : ι => (1 : ℝ)) (fun _ _ => rfl)] at h
    simpa only [mul_one] using h
  refine ⟨hS ▸ Finset.sum_le_sum hJ, fun heq => ?_, fun hinv => ?_⟩
  · -- equality of the sums forces equality in Jensen at every level
    have hpt := (Finset.sum_eq_sum_iff_of_le hJ).1 (heq.trans hS.symm)
    intro g i
    have h := (Real.strictConvexOn_mul_log.map_sum_eq_iff (t := Finset.univ)
      (w := fun _ : G => (Fintype.card G : ℝ)⁻¹) (p := fun g : G => p (g • i))
      (fun _ _ => inv_pos.2 hc) hw (fun g _ => hp (g • i))).1
      (by simpa only [symmetrise, smul_eq_mul] using hpt i (Finset.mem_univ i))
    have h1 := (h g (Finset.mem_univ g)).trans (h 1 (Finset.mem_univ 1)).symm
    simpa only [one_smul] using h1
  · rw [symmetrise_of_invariant G hinv]

end

end SymmetrisedTrialDistribution
```

Lean reports:

```
Main.lean:67:4: error: Type mismatch: After simplification, term
  h
 has type
  @Eq ℝ (∑ x, symmetrise G (fun j => p j * Real.log (p j)) x) (∑ j, p j * Real.log (p j))
but is expected to have type
  @Eq ℝ (∑ i, symmetrise G (fun j => p j * Real.log (p j)) i) (negEntropy p)
```

This version goes through:

```diff
@@ -65,5 +65,6 @@
     have h := sum_symmetrise_mul G (fun j => p j * Real.log (p j)) (fun _ => 1)
     rw [symmetrise_of_invariant G (f := fun _ : ι => (1 : ℝ)) (fun _ _ => rfl)] at h
-    simpa only [mul_one] using h
+    simp only [mul_one] at h
+    exact h
   refine ⟨hS ▸ Finset.sum_le_sum hJ, fun heq => ?_, fun hinv => ?_⟩
   · -- equality of the sums forces equality in Jensen at every level
```

The error is in the last step of `hS`. Once `mul_one` has removed the factors of 1, `h` has the right content, but its right-hand side is the written-out sum `∑ j, p j * Real.log (p j)`, while the goal has `negEntropy p`. The two are equal by the definition of `negEntropy`, so the mismatch is one of form only.

`simpa only [mul_one] using h` did not get past it. Its simp set holds only `mul_one`, so simplification leaves `negEntropy` folded, and the comparison that follows does not unfold an ordinary definition such as this one.

The repair splits the step in two. `simp only [mul_one] at h` does the same simplification on `h`, and `exact h` then compares `h` with the goal by a check that may unfold `negEntropy`, after which the two sides agree.
